# Hellmann–Feynman Theorem and Isotope Field Shifts for Real Symmetric Matrices with a Continuous Eigenvector

Take two basis states. The energy of the first rises with the nuclear radius $R$, because that state penetrates the nucleus. The second does not feel the radius, and a fixed coupling mixes the two. In arbitrary units let

$$H(R)=\begin{pmatrix}2R&12\\12&0\end{pmatrix},\qquad E(R)=R-\sqrt{R^2+144},$$

where $E$ is the lower level. At $R=5$ the energy is $-8$, with unit eigenvector $(2,-3)/\sqrt{13}$. At $R=9$ it is $-6$, with unit eigenvector $(1,-2)/\sqrt5$. The level has moved by $2$. Such a shift, caused by a change of the nuclear charge distribution, is called a field shift.

The same shift can be read off from the change of the Hamiltonian, which has the single non-zero entry $8$ in the upper left corner. Its matrix element between the two states is $8\cdot1\cdot2/\sqrt{65}=16/\sqrt{65}$, and the overlap of the states is $(2+6)/\sqrt{65}=8/\sqrt{65}$. The ratio is exactly $2$. When the two radii approach each other, the overlap tends to one, and the ratio divided by the change of radius tends to the derivative of the energy.

## Levels in a fixed basis

The general Hamiltonian is a real matrix in a finite orthonormal basis that does not change with $R$. The type `n` labels the basis functions.

In Lean 4 with Mathlib:

```lean
import Mathlib

open Matrix Filter Topology

namespace FieldShift

variable {n : Type*} [Fintype n]
```

For a real matrix $A$ and a vector $x$, the quantity needed is $x\cdot Ax=\sum_{i,j}x_iA_{ij}x_j$.

```lean
/-- The quadratic form `x · A x` of the real matrix `A`. For a unit vector `x` it is the expectation
value of `A`. -/
def mean (A : Matrix n n ℝ) (x : n → ℝ) : ℝ := x ⬝ᵥ (A *ᵥ x)
```

For a unit vector, `mean A x` is the expectation value of $A$. For any other non-zero vector, the expectation value is `mean A x` divided by $x\cdot x$.

A level followed through all radii consists of an energy $E(R)$ and a state $\psi(R)$ with

$$H(R)^{\mathsf T}=H(R),\qquad H(R)\psi(R)=E(R)\psi(R),\qquad \psi(R)\cdot\psi(R)=1.$$

```lean
/-- A real symmetric Hamiltonian `H R`, depending on the nuclear radius `R`, with a
normalised eigenvector `ψ R` of energy `E R` at every radius. -/
structure EigenFamily (H : ℝ → Matrix n n ℝ) (E : ℝ → ℝ) (ψ : ℝ → n → ℝ) : Prop where
  symmetric : ∀ R, (H R).IsSymm
  eigen : ∀ R, H R *ᵥ ψ R = E R • ψ R
  unit : ∀ R, ψ R ⬝ᵥ ψ R = 1
```

`EigenFamily H E ψ` records these three conditions for every real $R$, so a physical model given for positive radii has to be extended to the whole line. It requires neither continuity nor that the level be the lowest. A non-orthogonal basis, with its overlap matrix in the eigenvalue equation, is not covered, nor is an operator on an infinite-dimensional space.

## The exact shift between two radii

Let $a$ and $b$ be two radii. Symmetry lets $H(b)$ act to the left, while $H(a)$ acts to the right:

$$\psi(b)\cdot H(b)\psi(a)=E(b)\,\psi(b)\cdot\psi(a),\qquad \psi(b)\cdot H(a)\psi(a)=E(a)\,\psi(b)\cdot\psi(a).$$

Subtraction gives

$$(E(b)-E(a))\,\psi(b)\cdot\psi(a)=\psi(b)\cdot(H(b)-H(a))\psi(a).$$

```lean
variable {H : ℝ → Matrix n n ℝ} {E : ℝ → ℝ} {ψ : ℝ → n → ℝ}

/-- The energy shift between two radii, times the overlap of the two states, is the matrix
element of the change of the Hamiltonian between them. -/
theorem finite_shift (h : EigenFamily H E ψ) (a b : ℝ) :
    (E b - E a) * (ψ b ⬝ᵥ ψ a) = ψ b ⬝ᵥ ((H b - H a) *ᵥ ψ a) := by
  -- symmetry lets `H b` act to the left
  have h1 : ψ b ⬝ᵥ (H b *ᵥ ψ a) = E b * (ψ b ⬝ᵥ ψ a) := by
    rw [Matrix.dotProduct_mulVec, ← Matrix.mulVec_transpose, (h.symmetric b).eq,
      h.eigen b, smul_dotProduct, smul_eq_mul]
  have h2 : ψ b ⬝ᵥ (H a *ᵥ ψ a) = E a * (ψ b ⬝ᵥ ψ a) := by
    rw [h.eigen a, dotProduct_smul, smul_eq_mul]
  rw [Matrix.sub_mulVec, dotProduct_sub, h1, h2]
  ring
```

The facts `h1` and `h2` are the two displayed equations, and the last lines subtract them. The identity holds for any two radii, however far apart. If the states are orthogonal, both sides vanish and it says nothing about the shift.

## From the finite shift to the derivative

Fix $R$ and let $s\neq R$ be a nearby radius. With $a=R$ and $b=s$, division by $s-R$ and by the overlap gives

$$\frac{E(s)-E(R)}{s-R}=\frac{\psi(s)\cdot\dfrac{H(s)-H(R)}{s-R}\,\psi(R)}{\psi(s)\cdot\psi(R)}.$$

As $s\to R$, continuity sends $\psi(s)$ to $\psi(R)$, so the denominator tends to $\psi(R)\cdot\psi(R)=1$ and is non-zero close to $R$. The difference quotient of $H$ tends to $H'(R)$ entry by entry. Hence $E$ is differentiable at $R$, and

$$E'(R)=\psi(R)\cdot H'(R)\psi(R).$$

```lean
/-- Hellmann-Feynman theorem: where the Hamiltonian is differentiable and the state is
continuous in the radius, the energy is differentiable, and its derivative is the
expectation value of the derivative of the Hamiltonian. -/
theorem hellmann_feynman (h : EigenFamily H E ψ) {R : ℝ} {H' : Matrix n n ℝ}
    (hH : ∀ i j, HasDerivAt (fun t => H t i j) (H' i j) R) (hψ : ContinuousAt ψ R) :
    HasDerivAt E (mean H' (ψ R)) R := by
  rw [hasDerivAt_iff_tendsto_slope]
  have hc : Tendsto ψ (𝓝[≠] R) (𝓝 (ψ R)) := hψ.tendsto.mono_left nhdsWithin_le_nhds
  have hci : ∀ i, Tendsto (fun s => ψ s i) (𝓝[≠] R) (𝓝 (ψ R i)) :=
    fun i => (tendsto_pi_nhds.mp hc) i
  -- the overlap of neighbouring states tends to one
  have hov : Tendsto (fun s => ψ s ⬝ᵥ ψ R) (𝓝[≠] R) (𝓝 (ψ R ⬝ᵥ ψ R)) :=
    tendsto_finsetSum _ fun i _ => (hci i).mul_const _
  rw [h.unit R] at hov
  -- the matrix element of the difference quotient tends to the expectation value
  have hnum : Tendsto
      (fun s => ∑ i, ψ s i * ∑ j, slope (fun t => H t i j) R s * ψ R j)
      (𝓝[≠] R) (𝓝 (∑ i, ψ R i * ∑ j, H' i j * ψ R j)) :=
    tendsto_finsetSum _ fun i _ => (hci i).mul
      (tendsto_finsetSum _ fun j _ =>
        (hasDerivAt_iff_tendsto_slope.mp (hH i j)).mul_const _)
  have hquot := hnum.div hov one_ne_zero
  rw [div_one] at hquot
  refine Tendsto.congr' ?_ hquot
  filter_upwards [hov.eventually_ne one_ne_zero] with s hs
  change (∑ i, ψ s i * ∑ j, slope (fun t => H t i j) R s * ψ R j) / (ψ s ⬝ᵥ ψ R)
    = slope E R s
  rw [div_eq_iff hs]
  simp only [slope_def_field]
  rw [div_mul_eq_mul_div, finite_shift h R s]
  simp only [dotProduct, Matrix.mulVec, Matrix.sub_apply, Finset.sum_div, Finset.mul_sum]
  refine Finset.sum_congr rfl fun i _ => Finset.sum_congr rfl fun j _ => ?_
  ring
```

The hypothesis `hH` says that each matrix entry is differentiable at $R$, and `hψ` that the state is continuous there. Differentiability of $E$ is a conclusion, and no derivative of $\psi$ is needed. In the proof, `hov` is the limit of the overlap, `hnum` the limit of the numerator and `hquot` the limit of their ratio. The remaining lines use `finite_shift` to identify that ratio with the slope of $E$ wherever the overlap is non-zero.

In the opening example $H'$ has the single entry $2$, so $E'(5)=2\cdot4/13=8/13$. Differentiating the formula for $E$ gives the same value, $1-5/13$.

For isotope shifts computed by diagonalising the Hamiltonian matrix in a fixed finite basis, this means that the field shift to first order in the change of radius follows from the state at one radius, without its response to a change of radius.

## A finite shift as one expectation value

Suppose now that $H$ is differentiable and $\psi$ continuous at every radius. For $a<b$ the mean value theorem, applied to $E$, gives some $R$ with $a<R<b$ and

$$E(b)-E(a)=(b-a)\,\psi(R)\cdot H'(R)\psi(R).$$

```lean
/-- If the Hamiltonian is differentiable and the state continuous at every radius, the field shift
between radii `a < b` is the change of radius times the expectation value of the derivative of the
Hamiltonian at some radius in between, in the state at that radius. -/
theorem shift_eq_intermediate (h : EigenFamily H E ψ) {H' : ℝ → Matrix n n ℝ}
    (hH : ∀ R i j, HasDerivAt (fun t => H t i j) (H' R i j) R) (hψ : Continuous ψ)
    {a b : ℝ} (hab : a < b) :
    ∃ R ∈ Set.Ioo a b, E b - E a = (b - a) * mean (H' R) (ψ R) := by
  have hE : ∀ R, HasDerivAt E (mean (H' R) (ψ R)) R :=
    fun R => hellmann_feynman h (hH R) hψ.continuousAt
  obtain ⟨R, hR, heq⟩ := exists_hasDerivAt_eq_slope E (fun R => mean (H' R) (ψ R)) hab
    (fun x _ => (hE x).continuousAt.continuousWithinAt) (fun x _ => hE x)
  have hne : b - a ≠ 0 := (sub_pos.mpr hab).ne'
  refine ⟨R, hR, ?_⟩
  rw [eq_div_iff hne] at heq
  linarith
```

The derivative `hE` comes from `hellmann_feynman` at each radius, and `exists_hasDerivAt_eq_slope` is the mean value theorem. The theorem does not locate $R$. In the example the mean slope is $2/4=1/2$, and $1-R/\sqrt{R^2+144}=1/2$ gives $R=4\sqrt3\approx6.93$, between $5$ and $9$.

## Levels that do not fall as the nucleus grows

If $x\cdot H'(R)x\ge0$ for all $R$ and $x$, the right-hand side above is never negative, so $a\le b$ implies $E(a)\le E(b)$.

```lean
/-- If the Hamiltonian is differentiable and the state continuous at every radius, and the
derivative of the Hamiltonian with respect to the radius has no negative expectation value, the
level does not fall as the nucleus grows. -/
theorem level_monotone (h : EigenFamily H E ψ) {H' : ℝ → Matrix n n ℝ}
    (hH : ∀ R i j, HasDerivAt (fun t => H t i j) (H' R i j) R) (hψ : Continuous ψ)
    (hpos : ∀ R x, 0 ≤ mean (H' R) x) : Monotone E := by
  intro a b hab
  rcases hab.eq_or_lt with rfl | hlt
  · exact le_rfl
  · obtain ⟨R, _, hR⟩ := shift_eq_intermediate h hH hψ hlt
    have := mul_nonneg (sub_pos.mpr hlt).le (hpos R (ψ R))
    linarith
```

The condition `hpos` stands for a nuclear attraction that weakens, or stays the same, at every point as the radius grows. A uniformly charged sphere of fixed total charge behaves in this way: the potential energy of an electron rises inside the sphere and is unchanged outside. The proof treats $a=b$ separately and otherwise uses the intermediate radius. The conclusion `Monotone E` allows a level that does not move at all.

## Bounds for ground states with numerical error

For the lowest level, the variational principle reads $E(R)\,x\cdot x\le x\cdot H(R)x$ for every $x$. Write $\Delta H=H(b)-H(a)$. With $\psi(a)$ as trial state for $H(b)$,

$$E(b)-E(a)\le\psi(a)\cdot H(b)\psi(a)-\psi(a)\cdot H(a)\psi(a)=\psi(a)\cdot\Delta H\,\psi(a).$$

With $\psi(b)$ as trial state for $H(a)$, the same argument gives $E(b)-E(a)\ge\psi(b)\cdot\Delta H\,\psi(b)$. If computed energies $g(R)$ satisfy $|g(R)-E(R)|\le\varepsilon$, their difference is wrong by at most $2\varepsilon$, so

$$\psi(b)\cdot\Delta H\,\psi(b)-2\varepsilon\le g(b)-g(a)\le\psi(a)\cdot\Delta H\,\psi(a)+2\varepsilon.$$

```lean
/-- For ground states, the difference of two energies computed with error at most `ε` lies,
up to `2 ε`, between the expectation values of the change of the Hamiltonian in the final
and in the initial state. -/
theorem ground_shift_bounds (h : EigenFamily H E ψ)
    (hground : ∀ R x, E R * (x ⬝ᵥ x) ≤ mean (H R) x)
    {g : ℝ → ℝ} {ε : ℝ} (hg : ∀ R, |g R - E R| ≤ ε) (a b : ℝ) :
    mean (H b - H a) (ψ b) - 2 * ε ≤ g b - g a ∧
      g b - g a ≤ mean (H b - H a) (ψ a) + 2 * ε := by
  have hmean : ∀ R, mean (H R) (ψ R) = E R := fun R => by
    rw [mean, h.eigen R, dotProduct_smul, h.unit R, smul_eq_mul, mul_one]
  have hsub : ∀ x, mean (H b - H a) x = mean (H b) x - mean (H a) x := fun x => by
    simp only [mean, Matrix.sub_mulVec, dotProduct_sub]
  -- each state serves as a trial state for the other Hamiltonian
  have h1 := hground b (ψ a)
  have h2 := hground a (ψ b)
  rw [h.unit, mul_one] at h1 h2
  have ha := abs_le.mp (hg a)
  have hb := abs_le.mp (hg b)
  rw [hsub, hsub, hmean, hmean]
  constructor <;> linarith [ha.1, ha.2, hb.1, hb.2]
```

The variational principle enters as the hypothesis `hground`, which selects the lowest eigenvalue; `h1` and `h2` are its two uses. Neither continuity nor differentiability is required. The states in the bounds are exact eigenvectors, and only the energies carry an error. A real symmetric Dirac matrix with negative-energy solutions does not satisfy `hground` for its electronic ground state, although the earlier theorems still apply to that level.

For the example with $\varepsilon=0$, the bounds are $8/5=1.6$ and $32/13\approx2.46$, on either side of the exact shift $2$.

## A rotating state and a jumping state

The hypotheses allow a state that turns with the radius. Let $\psi(R)=(\cos R,\sin R)$ have energy $R$, and let the orthogonal state have energy $-R$. Then

$$H(R)=R\begin{pmatrix}\cos^2R-\sin^2R&2\sin R\cos R\\2\sin R\cos R&\sin^2R-\cos^2R\end{pmatrix}.$$

The first component of $H\psi$ is $R\cos R\,(\cos^2R+\sin^2R)=R\cos R$, and the second is $R\sin R$ in the same way.

```lean
/-- A two-level Hamiltonian whose eigenvector `(cos R, sin R)` rotates continuously with the
radius, at energy `R`, is an eigenfamily. -/
theorem eigenFamily_witness :
    EigenFamily
      (fun R : ℝ => !![R * (Real.cos R ^ 2 - Real.sin R ^ 2), 2 * R * Real.sin R * Real.cos R;
        2 * R * Real.sin R * Real.cos R, R * (Real.sin R ^ 2 - Real.cos R ^ 2)])
      (fun R => R) (fun R => ![Real.cos R, Real.sin R]) ∧
    Continuous (fun R : ℝ => ![Real.cos R, Real.sin R]) := by
  refine ⟨⟨fun R => ?_, fun R => ?_, fun R => ?_⟩, ?_⟩
  · exact Matrix.IsSymm.ext fun i j => by fin_cases i <;> fin_cases j <;> rfl
  · ext i
    fin_cases i
    · simp only [Matrix.mulVec, dotProduct, Fin.sum_univ_two, Pi.smul_apply, smul_eq_mul]
      change R * (Real.cos R ^ 2 - Real.sin R ^ 2) * Real.cos R
        + 2 * R * Real.sin R * Real.cos R * Real.sin R = R * Real.cos R
      linear_combination R * Real.cos R * Real.sin_sq_add_cos_sq R
    · simp only [Matrix.mulVec, dotProduct, Fin.sum_univ_two, Pi.smul_apply, smul_eq_mul]
      change 2 * R * Real.sin R * Real.cos R * Real.cos R
        + R * (Real.sin R ^ 2 - Real.cos R ^ 2) * Real.sin R = R * Real.sin R
      linear_combination R * Real.sin R * Real.sin_sq_add_cos_sq R
  · simp only [dotProduct, Fin.sum_univ_two]
    change Real.cos R * Real.cos R + Real.sin R * Real.sin R = 1
    linear_combination Real.sin_sq_add_cos_sq R
  · refine continuous_pi fun i => ?_
    fin_cases i
    · exact Real.continuous_cos
    · exact Real.continuous_sin
```

The proof checks symmetry entry by entry and obtains the eigenvalue equation and the normalisation from $\sin^2R+\cos^2R=1$. It also shows that the state is continuous.

Continuity matters where levels cross. The matrix with diagonal entries $R$ and $-R$ has upper level $|R|$, with state $(1,0)$ for $R\ge0$ and $(0,1)$ for $R<0$. The matrix is smooth, but the state jumps at $R=0$, where the slope of the energy changes from $-1$ to $1$.

```lean
/-- At the crossing of the levels `R` and `-R`, the upper level `|R|` with its state jumping
at `R = 0` is an eigenfamily whose energy is not differentiable there. -/
theorem crossing_not_differentiable :
    EigenFamily (fun R : ℝ => !![R, 0; 0, -R]) (fun R => |R|)
      (fun R => if 0 ≤ R then ![1, 0] else ![0, 1]) ∧
    ¬ DifferentiableAt ℝ (fun R : ℝ => |R|) 0 := by
  refine ⟨⟨fun R => ?_, fun R => ?_, fun R => ?_⟩, not_differentiableAt_abs_zero⟩
  · exact Matrix.IsSymm.ext fun i j => by fin_cases i <;> fin_cases j <;> rfl
  · rcases le_or_gt 0 R with hR | hR
    · simp only [if_pos hR, abs_of_nonneg hR]
      ext i
      fin_cases i <;> simp [Matrix.mulVec, dotProduct, Fin.sum_univ_two]
    · simp only [if_neg (not_le_of_gt hR), abs_of_neg hR]
      ext i
      fin_cases i <;> simp [Matrix.mulVec, dotProduct, Fin.sum_univ_two]
  · rcases le_or_gt 0 R with hR | hR
    · simp only [if_pos hR]
      simp [dotProduct, Fin.sum_univ_two]
    · simp only [if_neg (not_le_of_gt hR)]
      simp [dotProduct, Fin.sum_univ_two]

end FieldShift
```

The two cases of the proof are the two signs of $R$. When finite matrices are diagonalised at a series of radii, levels sorted by energy can show such a kink at a crossing; following the state $(1,0)$ through this one gives the smooth energy $R$.

```lean
#print axioms FieldShift.hellmann_feynman
-- 'FieldShift.hellmann_feynman' depends on axioms: [propext, Classical.choice, Quot.sound]
#print axioms FieldShift.level_monotone
-- 'FieldShift.level_monotone' depends on axioms: [propext, Classical.choice, Quot.sound]
#print axioms FieldShift.ground_shift_bounds
-- 'FieldShift.ground_shift_bounds' depends on axioms: [propext, Classical.choice, Quot.sound]
#print axioms FieldShift.crossing_not_differentiable
-- 'FieldShift.crossing_not_differentiable' depends on axioms: [propext, Classical.choice, Quot.sound]
```
